# A force that commutes with every orthogonal matrix is central

If a pair force $f:\mathbb R^3\to\mathbb R^3$ depends only on the displacement $x$ between two particles and satisfies $f(Rx)=R f(x)$ for every orthogonal $R$, then it must be $f(x)=g(|x|)\,x$ for some real function $g$. I usually hear this justified by "there is no other direction available". Can it be made rigorous, without assuming that $f$ is smooth, and checked by machine? And are reflections needed, or do rotations suffice?

## Half-turns fix the direction, and spheres fix the coefficient

The claim holds in every finite dimension, with no continuity assumed. In three dimensions proper rotations suffice; in the plane they do not.

For a unit vector $u$, let $A(u)=2uu^T-1$, so that
$$A(u)x=2(u\cdot x)u-x .$$
The matrix $P=uu^T$ satisfies $P^T=P$ and $P^2=P$, hence $A(u)^TA(u)=4P-4P+1=1$. In three dimensions $\det A(u)=2|u|^2-1=1$, and $A(u)$ is the half-turn about $u$.

**Direction.** Let $x\neq0$ and write $x=cu$ with $c=|x|$. Then $A(u)x=x$, so equivariance gives
$$f(x)=A(u)f(x)=2(u\cdot f(x))u-f(x).$$
Therefore $f(x)=(u\cdot f(x))\,u=\dfrac{u\cdot f(x)}{c}\,x$.

**Moving along a sphere.** Let $|x|=|y|$ and $x+y\neq0$. Write $x+y=cu$ with $|u|=1$ and $c=|x+y|$. Since $(x+y)\cdot(x-y)=|x|^2-|y|^2=0$, we have $u\cdot x=u\cdot y$. Their sum is $u\cdot(x+y)=c$, so $2u\cdot x=c$ and $A(u)x=cu-x=y$.

**The two exceptions.** If $y=-x$, the inversion $-1$ takes $x$ to $y$. At the origin it gives $f(0)=-f(0)$, so $f(0)=0$. With proper rotations only, in three dimensions, a half-turn about an axis perpendicular to $x$ sends $x$ to $-x$. At the origin, $f(0)=A(u)f(0)$ makes $f(0)$ parallel to every $u$, so it vanishes.

**One coefficient per length.** We now have $f(x)=k(x)x$ everywhere. For each length $r$ that occurs, pick one vector $y_r$ with $|y_r|=r$ and set $g(r)=k(y_r)$. Any $x$ of length $r$ is $Ry_r$ for an allowed $R$, and
$$f(x)=Rf(y_r)=k(y_r)Ry_r=g(r)x .$$

Conversely, $|Rx|=|x|$ gives $g(|Rx|)Rx=R\,(g(|x|)x)$.

In the plane, $(x_0,x_1)\mapsto(-x_1,x_0)$ commutes with all proper rotations, yet it is perpendicular to $x$: a swirling force. Only reflections exclude it.

## The Lean file

```lean
import Mathlib

open Matrix

namespace EquivariantCentralForce

noncomputable section

variable {n : Type*} [Fintype n]

/-- Euclidean length `|x| = √(x · x)` of a vector. -/
def len (x : n → ℝ) : ℝ := Real.sqrt (x ⬝ᵥ x)

/-- The orthogonal matrices, `Rᵀ R = 1`. -/
def Orth (m : Type*) [Fintype m] [DecidableEq m] : Set (Matrix m m ℝ) :=
  {R | Rᵀ * R = 1}

/-- The proper rotations: orthogonal matrices of determinant one. -/
def Rot (m : Type*) [Fintype m] [DecidableEq m] : Set (Matrix m m ℝ) :=
  {R | Rᵀ * R = 1 ∧ R.det = 1}

/-- The vector field `f` is equivariant under the matrices in `G`: `f (R x) = R f(x)`. -/
def Equivariant (G : Set (Matrix n n ℝ)) (f : (n → ℝ) → (n → ℝ)) : Prop :=
  ∀ R ∈ G, ∀ x, f (R *ᵥ x) = R *ᵥ f x

/-- The vector field `f` is central: `f(x) = g(|x|) x` for some real function `g`. -/
def Central (f : (n → ℝ) → (n → ℝ)) : Prop :=
  ∃ g : ℝ → ℝ, ∀ x, f x = g (len x) • x

/-- The axis flip `2 u uᵀ - 1` built on the vector `u`. -/
def axisFlip [DecidableEq n] (u : n → ℝ) : Matrix n n ℝ :=
  (2 : ℝ) • vecMulVec u u - 1

/-- The planar field `(x₀, x₁) ↦ (-x₁, x₀)`. -/
def quarterTurn (x : Fin 2 → ℝ) : Fin 2 → ℝ := ![-x 1, x 0]

/-- The cubic field `x ↦ (x · x) x`. -/
def cubicForce (x : n → ℝ) : n → ℝ := (x ⬝ᵥ x) • x

/-- Every nonzero vector is a multiple of a unit vector. -/
theorem exists_unit {v : n → ℝ} (hv : v ≠ 0) :
    ∃ (u : n → ℝ) (c : ℝ), u ⬝ᵥ u = 1 ∧ v = c • u := by
  have hnn : 0 ≤ v ⬝ᵥ v := by
    unfold dotProduct
    exact Finset.sum_nonneg fun i _ => mul_self_nonneg (v i)
  have hpos : 0 < v ⬝ᵥ v :=
    lt_of_le_of_ne hnn (fun h => hv (dotProduct_self_eq_zero.mp h.symm))
  obtain ⟨s, hs0, hs⟩ : ∃ s : ℝ, s ≠ 0 ∧ s * s = v ⬝ᵥ v :=
    ⟨Real.sqrt (v ⬝ᵥ v), (Real.sqrt_pos.mpr hpos).ne', Real.mul_self_sqrt hnn⟩
  refine ⟨s⁻¹ • v, s, ?_, ?_⟩
  · rw [smul_dotProduct, dotProduct_smul, ← hs]
    simp only [smul_eq_mul]
    field_simp
  · rw [smul_smul, mul_inv_cancel₀ hs0, one_smul]

/-- The axis flip acts as `x ↦ 2 (u · x) u - x`. -/
theorem axisFlip_mulVec [DecidableEq n] (u x : n → ℝ) :
    axisFlip u *ᵥ x = (2 * (u ⬝ᵥ x)) • u - x := by
  have h : ((2 : ℝ) • vecMulVec u u) *ᵥ x = (2 * (u ⬝ᵥ x)) • u := by
    ext i
    simp only [Matrix.mulVec, dotProduct, Matrix.smul_apply, Matrix.vecMulVec_apply,
      Pi.smul_apply, smul_eq_mul, Finset.mul_sum, Finset.sum_mul]
    exact Finset.sum_congr rfl fun j _ => by ring
  unfold axisFlip
  rw [Matrix.sub_mulVec, Matrix.one_mulVec, h]

/-- The axis flip about a unit vector is an orthogonal matrix. -/
theorem axisFlip_mem_orth [DecidableEq n] {u : n → ℝ} (hu : u ⬝ᵥ u = 1) :
    axisFlip u ∈ Orth n := by
  -- `u uᵀ` is a symmetric projector
  have hT : (vecMulVec u u)ᵀ = vecMulVec u u := by
    ext i j
    simp only [Matrix.transpose_apply, Matrix.vecMulVec_apply]
    exact mul_comm _ _
  have hP : vecMulVec u u * vecMulVec u u = vecMulVec u u := by
    ext i j
    simp only [Matrix.mul_apply, Matrix.vecMulVec_apply]
    calc ∑ k, u i * u k * (u k * u j) = u i * u j * (u ⬝ᵥ u) := by
          simp only [dotProduct, Finset.mul_sum]
          exact Finset.sum_congr rfl fun k _ => by ring
      _ = u i * u j := by rw [hu, mul_one]
  show (axisFlip u)ᵀ * axisFlip u = 1
  unfold axisFlip
  rw [Matrix.transpose_sub, Matrix.transpose_smul, Matrix.transpose_one, hT]
  simp only [Matrix.sub_mul, Matrix.mul_sub, Matrix.smul_mul, Matrix.mul_smul,
    Matrix.one_mul, Matrix.mul_one, hP]
  module

/-- In three dimensions the axis flip about a unit vector is a proper rotation. -/
theorem axisFlip_mem_rot {u : Fin 3 → ℝ} (hu : u ⬝ᵥ u = 1) :
    axisFlip u ∈ Rot (Fin 3) := by
  have hdet : (axisFlip u).det = 1 := by
    have hu' := hu
    simp only [dotProduct, Fin.sum_univ_three] at hu'
    rw [Matrix.det_fin_three]
    simp [axisFlip, Matrix.vecMulVec_apply]
    linear_combination 2 * hu'
  exact ⟨axisFlip_mem_orth hu, hdet⟩

/-- If `f` is equivariant under a set containing the axis flips about all unit vectors,
then `f(x)` is a multiple of `x` at every nonzero `x`. -/
theorem parallel_of_ne_zero [DecidableEq n] {G : Set (Matrix n n ℝ)}
    {f : (n → ℝ) → (n → ℝ)} (hG : ∀ u : n → ℝ, u ⬝ᵥ u = 1 → axisFlip u ∈ G)
    (hf : Equivariant G f) {x : n → ℝ} (hx : x ≠ 0) : ∃ k : ℝ, f x = k • x := by
  obtain ⟨u, c, hu, rfl⟩ := exists_unit hx
  have hc : c ≠ 0 := by
    rintro rfl
    exact hx (zero_smul _ _)
  -- the flip about the direction of `x` fixes `x`, hence fixes `f x`
  have hfix : axisFlip u *ᵥ (c • u) = c • u := by
    rw [axisFlip_mulVec, dotProduct_smul, hu]
    simp only [smul_eq_mul]
    module
  have h := hf _ (hG u hu) (c • u)
  rw [hfix, axisFlip_mulVec] at h
  generalize f (c • u) = w at h ⊢
  refine ⟨(u ⬝ᵥ w) / c, ?_⟩
  ext i
  have hi := congrFun h i
  simp only [Pi.smul_apply, Pi.sub_apply, smul_eq_mul] at hi ⊢
  have hcancel : (u ⬝ᵥ w) / c * (c * u i) = (u ⬝ᵥ w) * u i := by field_simp
  rw [hcancel]
  linarith

/-- Two vectors of equal squared length with `x + y ≠ 0` are related by the axis flip about
some unit vector. -/
theorem axisFlip_transitive [DecidableEq n] {x y : n → ℝ} (hxy : x ⬝ᵥ x = y ⬝ᵥ y)
    (hne : x + y ≠ 0) : ∃ u : n → ℝ, u ⬝ᵥ u = 1 ∧ axisFlip u *ᵥ x = y := by
  -- the axis is the bisector `x + y`
  obtain ⟨u, c, hu, hsum⟩ := exists_unit hne
  have hc : c ≠ 0 := by
    rintro rfl
    exact hne (by rw [hsum, zero_smul])
  have h1 : u ⬝ᵥ x + u ⬝ᵥ y = c := by
    rw [← dotProduct_add, hsum, dotProduct_smul, hu, smul_eq_mul, mul_one]
  have h2 : c * (u ⬝ᵥ x - u ⬝ᵥ y) = 0 := by
    have h3 : (x + y) ⬝ᵥ (x - y) = 0 := by
      rw [add_dotProduct, dotProduct_sub, dotProduct_sub, dotProduct_comm y x]
      linarith
    rwa [hsum, smul_dotProduct, dotProduct_sub, smul_eq_mul] at h3
  have h4 : 2 * (u ⬝ᵥ x) = c := by
    have h5 := (mul_eq_zero.mp h2).resolve_left hc
    linarith
  refine ⟨u, hu, ?_⟩
  rw [axisFlip_mulVec, h4, ← hsum]
  abel

/-- If `f` is equivariant under `G`, `f(x)` is everywhere a multiple of `x`, and `G` connects
any two vectors of equal squared length, then `f` is central. -/
theorem central_of_parallel_of_transitive {G : Set (Matrix n n ℝ)}
    {f : (n → ℝ) → (n → ℝ)} (hf : Equivariant G f) (hpar : ∀ x, ∃ k : ℝ, f x = k • x)
    (htrans : ∀ x y : n → ℝ, x ⬝ᵥ x = y ⬝ᵥ y → ∃ R ∈ G, R *ᵥ x = y) : Central f := by
  have hnn : ∀ v : n → ℝ, 0 ≤ v ⬝ᵥ v := by
    intro v
    unfold dotProduct
    exact Finset.sum_nonneg fun i _ => mul_self_nonneg (v i)
  choose c hc using hpar
  -- one representative point on each sphere
  have hex : ∀ r : ℝ, ∃ y : n → ℝ, ∀ x : n → ℝ, len x = r → len y = r := by
    intro r
    by_cases h : ∃ x : n → ℝ, len x = r
    · obtain ⟨x, hx⟩ := h
      exact ⟨x, fun _ _ => hx⟩
    · exact ⟨0, fun x hx => absurd ⟨x, hx⟩ h⟩
  choose rep hrep using hex
  refine ⟨fun r => c (rep r), fun x => ?_⟩
  have hy : len (rep (len x)) = len x := hrep _ x rfl
  have hdot : rep (len x) ⬝ᵥ rep (len x) = x ⬝ᵥ x :=
    (Real.sqrt_inj (hnn (rep (len x))) (hnn x)).mp hy
  obtain ⟨R, hR, hRx⟩ := htrans _ _ hdot
  show f x = c (rep (len x)) • x
  -- carry the coefficient from the representative to `x`
  calc f x = f (R *ᵥ rep (len x)) := by rw [hRx]
    _ = R *ᵥ f (rep (len x)) := hf R hR _
    _ = c (rep (len x)) • x := by rw [hc, Matrix.mulVec_smul, hRx]

/-- In any finite dimension, a vector field with `f(R x) = R f(x)` for every orthogonal `R`
has the form `f(x) = g(|x|) x`. -/
theorem central_of_orth_equivariant [DecidableEq n] {f : (n → ℝ) → (n → ℝ)}
    (hf : Equivariant (Orth n) f) : Central f := by
  have hneg : (-1 : Matrix n n ℝ) ∈ Orth n := by
    show (-1 : Matrix n n ℝ)ᵀ * (-1) = 1
    simp
  refine central_of_parallel_of_transitive hf (fun x => ?_) (fun x y hxy => ?_)
  · by_cases hx : x = 0
    · -- inversion gives `f 0 = - f 0`
      subst hx
      have h := hf _ hneg 0
      rw [Matrix.mulVec_zero, Matrix.neg_mulVec, Matrix.one_mulVec] at h
      refine ⟨0, ?_⟩
      rw [zero_smul]
      ext i
      have hi : f 0 i = -f 0 i := congrFun h i
      show f 0 i = 0
      linarith
    · exact parallel_of_ne_zero (fun u hu => axisFlip_mem_orth hu) hf hx
  · by_cases hs : x + y = 0
    · refine ⟨-1, hneg, ?_⟩
      rw [Matrix.neg_mulVec, Matrix.one_mulVec]
      exact neg_eq_of_add_eq_zero_right hs
    · obtain ⟨u, hu, h⟩ := axisFlip_transitive hxy hs
      exact ⟨axisFlip u, axisFlip_mem_orth hu, h⟩

/-- A field of the form `f(x) = g(|x|) x` is equivariant under all orthogonal matrices. -/
theorem orth_equivariant_of_central [DecidableEq n] {f : (n → ℝ) → (n → ℝ)}
    (hf : Central f) : Equivariant (Orth n) f := by
  obtain ⟨g, hg⟩ := hf
  intro R hR x
  have hR' : Rᵀ * R = 1 := hR
  -- orthogonal matrices preserve length
  have hdot : (R *ᵥ x) ⬝ᵥ (R *ᵥ x) = x ⬝ᵥ x := by
    rw [Matrix.dotProduct_mulVec, ← Matrix.mulVec_transpose, Matrix.mulVec_mulVec, hR',
      Matrix.one_mulVec]
  have hlen : len (R *ᵥ x) = len x := by
    unfold len
    rw [hdot]
  rw [hg (R *ᵥ x), hg x, hlen, Matrix.mulVec_smul]

/-- In three dimensions, equivariance under proper rotations alone already makes the field
central. -/
theorem central_of_rot_equivariant {f : (Fin 3 → ℝ) → (Fin 3 → ℝ)}
    (hf : Equivariant (Rot (Fin 3)) f) : Central f := by
  refine central_of_parallel_of_transitive hf (fun x => ?_) (fun x y hxy => ?_)
  · by_cases hx : x = 0
    · -- a half-turn about `u` kills the components of `f 0` on which `u` vanishes
      subst hx
      have key : ∀ u : Fin 3 → ℝ, u ⬝ᵥ u = 1 → ∀ i, u i = 0 → f 0 i = 0 := by
        intro u hu i hi
        have h := hf _ (axisFlip_mem_rot hu) 0
        rw [Matrix.mulVec_zero, axisFlip_mulVec] at h
        have h' := congrFun h i
        simp only [Pi.sub_apply, Pi.smul_apply, smul_eq_mul, hi, mul_zero] at h'
        linarith
      have z0 := key ![0, 1, 0] (by simp [dotProduct, Fin.sum_univ_three]) 0 (by rfl)
      have z1 := key ![1, 0, 0] (by simp [dotProduct, Fin.sum_univ_three]) 1 (by rfl)
      have z2 := key ![1, 0, 0] (by simp [dotProduct, Fin.sum_univ_three]) 2 (by rfl)
      refine ⟨0, ?_⟩
      rw [zero_smul]
      ext i
      fin_cases i
      · exact z0
      · exact z1
      · exact z2
    · exact parallel_of_ne_zero (fun u hu => axisFlip_mem_rot hu) hf hx
  · by_cases hs : x + y = 0
    · -- antipodal points: half-turn about an axis perpendicular to `x`
      have hperp : ∃ v : Fin 3 → ℝ, v ≠ 0 ∧ v ⬝ᵥ x = 0 := by
        by_cases h : x 0 = 0
        · refine ⟨![1, 0, 0], fun hv => ?_, ?_⟩
          · have h1 := congrFun hv 0
            have h2 : (1 : ℝ) = 0 := h1
            exact one_ne_zero h2
          · simp only [dotProduct, Fin.sum_univ_three]
            show 1 * x 0 + 0 * x 1 + 0 * x 2 = 0
            rw [h]
            ring
        · refine ⟨![-x 1, x 0, 0], fun hv => ?_, ?_⟩
          · have h1 := congrFun hv 1
            exact h h1
          · simp only [dotProduct, Fin.sum_univ_three]
            show -x 1 * x 0 + x 0 * x 1 + 0 * x 2 = 0
            ring
      obtain ⟨v, hv0, hvx⟩ := hperp
      obtain ⟨u, c, hu, rfl⟩ := exists_unit hv0
      have hc : c ≠ 0 := by
        rintro rfl
        exact hv0 (zero_smul _ _)
      rw [smul_dotProduct, smul_eq_mul] at hvx
      have hux : u ⬝ᵥ x = 0 := (mul_eq_zero.mp hvx).resolve_left hc
      refine ⟨axisFlip u, axisFlip_mem_rot hu, ?_⟩
      rw [axisFlip_mulVec, hux, mul_zero, zero_smul, zero_sub]
      exact neg_eq_of_add_eq_zero_right hs
    · obtain ⟨u, hu, h⟩ := axisFlip_transitive hxy hs
      exact ⟨axisFlip u, axisFlip_mem_rot hu, h⟩

/-- In the plane, the field `(x₀, x₁) ↦ (-x₁, x₀)` is equivariant under all proper rotations
and is not central. -/
theorem quarterTurn_rot_equivariant_not_central :
    Equivariant (Rot (Fin 2)) quarterTurn ∧ ¬ Central quarterTurn := by
  constructor
  · intro R hR x
    have h : Rᵀ * R = 1 := hR.1
    have hd : R.det = 1 := hR.2
    rw [Matrix.det_fin_two] at hd
    have h00 : R 0 0 * R 0 0 + R 1 0 * R 1 0 = 1 := by
      simpa [Matrix.mul_apply, Fin.sum_univ_two] using congrFun (congrFun h 0) 0
    have h11 : R 0 1 * R 0 1 + R 1 1 * R 1 1 = 1 := by
      simpa [Matrix.mul_apply, Fin.sum_univ_two] using congrFun (congrFun h 1) 1
    -- a planar rotation has equal diagonal and opposite off-diagonal entries
    have hsq : (R 0 0 - R 1 1) * (R 0 0 - R 1 1) + (R 0 1 + R 1 0) * (R 0 1 + R 1 0) = 0 := by
      linear_combination h00 + h11 - 2 * hd
    have p1 := mul_self_nonneg (R 0 0 - R 1 1)
    have p2 := mul_self_nonneg (R 0 1 + R 1 0)
    have q1 : (R 0 0 - R 1 1) * (R 0 0 - R 1 1) = 0 := by linarith
    have q2 : (R 0 1 + R 1 0) * (R 0 1 + R 1 0) = 0 := by linarith
    have had : R 1 1 = R 0 0 := by
      have r := mul_self_eq_zero.mp q1
      linarith
    have hbc : R 1 0 = -R 0 1 := by
      have r := mul_self_eq_zero.mp q2
      linarith
    have hm : ∀ (v : Fin 2 → ℝ) (i : Fin 2), (R *ᵥ v) i = R i 0 * v 0 + R i 1 * v 1 := by
      intro v i
      simp only [Matrix.mulVec, dotProduct, Fin.sum_univ_two]
    have hq0 : ∀ v : Fin 2 → ℝ, quarterTurn v 0 = -v 1 := fun _ => rfl
    have hq1 : ∀ v : Fin 2 → ℝ, quarterTurn v 1 = v 0 := fun _ => rfl
    have c0 : quarterTurn (R *ᵥ x) 0 = (R *ᵥ quarterTurn x) 0 := by
      simp only [hq0, hq1, hm, had, hbc]
      ring
    have c1 : quarterTurn (R *ᵥ x) 1 = (R *ᵥ quarterTurn x) 1 := by
      simp only [hq0, hq1, hm, had, hbc]
      ring
    ext i
    fin_cases i
    · exact c0
    · exact c1
  · rintro ⟨g, hg⟩
    have h := congrFun (hg ![1, 0]) 1
    have h' : (1 : ℝ) = g (len (![1, 0] : Fin 2 → ℝ)) * 0 := h
    rw [mul_zero] at h'
    exact one_ne_zero h'

/-- The cubic field `(x · x) x` in three dimensions is equivariant under all orthogonal
matrices and sends `(1, 2, 0)` to `(5, 10, 0)`. -/
theorem equivariant_witness :
    Equivariant (Orth (Fin 3)) cubicForce ∧
      cubicForce (![1, 2, 0] : Fin 3 → ℝ) = ![5, 10, 0] := by
  constructor
  · refine orth_equivariant_of_central ⟨fun r => r ^ 2, fun x => ?_⟩
    have hnn : 0 ≤ x ⬝ᵥ x := by
      unfold dotProduct
      exact Finset.sum_nonneg fun i _ => mul_self_nonneg (x i)
    show (x ⬝ᵥ x) • x = (Real.sqrt (x ⬝ᵥ x)) ^ 2 • x
    rw [Real.sq_sqrt hnn]
  · have hd : (![1, 2, 0] : Fin 3 → ℝ) ⬝ᵥ ![1, 2, 0] = 5 := by
      simp only [dotProduct, Fin.sum_univ_three]
      show (1 : ℝ) * 1 + 2 * 2 + 0 * 0 = 5
      norm_num
    unfold cubicForce
    rw [hd]
    ext i
    fin_cases i <;> simp
    norm_num

end

end EquivariantCentralForce
```

```lean
#print axioms EquivariantCentralForce.central_of_orth_equivariant
-- 'EquivariantCentralForce.central_of_orth_equivariant' depends on axioms: [propext, Classical.choice, Quot.sound]
#print axioms EquivariantCentralForce.orth_equivariant_of_central
-- 'EquivariantCentralForce.orth_equivariant_of_central' depends on axioms: [propext, Classical.choice, Quot.sound]
#print axioms EquivariantCentralForce.central_of_rot_equivariant
-- 'EquivariantCentralForce.central_of_rot_equivariant' depends on axioms: [propext, Classical.choice, Quot.sound]
#print axioms EquivariantCentralForce.quarterTurn_rot_equivariant_not_central
-- 'EquivariantCentralForce.quarterTurn_rot_equivariant_not_central' depends on axioms: [propext, Classical.choice, Quot.sound]
```

## What the theorems say about forces

A vector is a function `n → ℝ` on a finite index type; physical space is `Fin 3 → ℝ`, with components numbered from 0. The file defines `len` through the dot product because Mathlib's default norm on such functions is the largest absolute component, not the Euclidean length.

`Equivariant G f` is the symmetry hypothesis for a set `G` of matrices: `Orth` includes reflections, `Rot` requires determinant one. `Central f` asserts that a single $g$ serves all $x$. The main statement is `central_of_orth_equivariant`, with converse `orth_equivariant_of_central`; `central_of_rot_equivariant` is the rotation-only version in three dimensions.

With `Rot`, the hypothesis stands for isotropy of an interaction with no other vector in play; with `Orth`, it adds mirror symmetry. Forces that also depend on velocities, spins, molecular orientations or third particles are not covered. Nothing is said about regularity of $g$. The field must be defined at $x=0$; a force singular there can be assigned the value zero at that point without spoiling equivariance.

## How the proof follows the geometry

`exists_unit` normalises a vector. `axisFlip_mulVec`, `axisFlip_mem_orth` and `axisFlip_mem_rot` establish the formula, orthogonality and determinant of $A(u)$. `parallel_of_ne_zero` is the direction step: it rewrites the equivariance equation with `hfix`, then solves it component by component with `linarith`. `axisFlip_transitive` is the bisector argument.

`central_of_parallel_of_transitive` combines the two facts for any `G`, and its final `calc` is the last displayed chain for $f(x)$ above. The two main theorems supply the exceptional cases. For the planar example, the proof first derives that a rotation has equal diagonal and opposite off-diagonal entries, then evaluates the field at $(1,0)$ to rule out centrality.

The device that produces $g$ is `choose`. Given a proof that for every `r` some suitable `y` exists, it returns a function `rep` together with its defining property. Since `rep` must be defined for every real `r`, including negative ones, `hex` asks for `len y = r` only if some vector has that length, and uses the zero vector otherwise. Then `fun r => c (rep r)` is $g$, with `c` obtained by an earlier `choose` from the parallelism statement.

## The same factor in a force loop

For a pair potential $V(r)$, let $x$ point from the partner to the particle acted on. The force on that particle is $-V'(r)\,x/r$ with $r=|x|>0$, so $g(r)=-V'(r)/r$. A molecular dynamics code can compute this scalar once per pair and multiply it by the three displacement components. For a learned force that depends on one displacement only, the theorem likewise reduces an exactly equivariant model to one scalar function of distance.
